# Teller–Redlich product rule: for a shared nonsingular force field, isotopic eigenvalue products stand in the ratio $\det G_1/\det G_2$

The vibrational eigenvalues are taken here as the multiset of complex roots of the characteristic polynomial of $GF$. A degenerate mode is therefore counted as often as it occurs, and the definition makes sense for any real square $G$ and $F$, symmetric or not.

The physics behind $GF$ is the harmonic model $2T=\dot q^{T}G^{-1}\dot q$, $2V=q^{T}Fq$ in internal coordinates $q$. Its equation of motion $G^{-1}\ddot q=-Fq$ has oscillating solutions $q=a\cos\omega t$ when $GFa=\omega^2a$. Isotopic substitution changes $G$ through the masses. It leaves $F$ alone in the Born–Oppenheimer approximation, provided both species use the same coordinates. In this harmonic model the product rule gives a check on computed isotopic frequencies that needs no force constants.

The finite type `n` labels the coordinates.

```lean
import Mathlib

open Matrix

namespace TellerRedlich

noncomputable section

variable {n : Type*} [Fintype n] [DecidableEq n]
```

`vibEigenvalues G F` maps the real matrix $GF$ into the complex matrices before taking roots. With real roots instead, (a) would fail for general matrices: for $F=I$ and $G=\begin{pmatrix}0&-2\\2&0\end{pmatrix}$ there are none, and their empty product is $1$, while $\det(GF)=4$. This $G$ is not symmetric and so is not a physical one; for symmetric positive definite $G$ and symmetric $F$ all the roots are real.

```lean
/-- The complex eigenvalues, with multiplicity, of the product `G F` of the inverse
kinetic-energy matrix `G` and the force-constant matrix `F`. -/
def vibEigenvalues (G F : Matrix n n ℝ) : Multiset ℂ :=
  (Complex.ofRealHom.mapMatrix (G * F)).charpoly.roots
```

`IsFrequencies G F ω` says that the numbers $\omega_i$ are positive and that their squares, with multiplicity, are the eigenvalues. They are angular frequencies in consistent units.

```lean
/-- The numbers `ω i` are harmonic frequencies of `G F`: they are positive, and their squares
are the eigenvalues of `G F` with multiplicity. -/
def IsFrequencies (G F : Matrix n n ℝ) (ω : n → ℝ) : Prop :=
  (∀ i, 0 < ω i) ∧
    vibEigenvalues G F = Finset.univ.val.map (fun i => ((ω i ^ 2 : ℝ) : ℂ))
```

Wilson's matrix is $G=BM^{-1}B^{T}$, where $M$ is the diagonal matrix of masses $m_i$, one per Cartesian coordinate, so an atom's mass appears three times in three dimensions. Here $B$ is square. The usual rectangular $B$, which removes translations and rotations, is not covered by `wilsonG`, although parts (a) to (e) accept the square $G$ that it produces.

```lean
/-- Wilson's matrix `G = B M⁻¹ Bᵀ` for a square matrix `B` from Cartesian to internal
coordinates and a mass `m i` for each Cartesian coordinate. -/
def wilsonG (B : Matrix n n ℝ) (m : n → ℝ) : Matrix n n ℝ :=
  B * diagonal (fun i => (m i)⁻¹) * Bᵀ
```

## (a) The eigenvalue product is $\det G\,\det F$

**Task.** Express the product of the eigenvalues $\lambda_k$ of $GF$ through determinants.

**Solution.** Over the complex numbers, $GF$ is similar to an upper triangular matrix with the $\lambda_k$ on its diagonal. Similarity preserves the determinant, so
$$\prod_k\lambda_k=\det(GF)=\det G\,\det F.$$
The Lean proof uses the library form of the first equality, then multiplicativity of the determinant.

```lean
/-- The product of the vibrational eigenvalues is `det G` times `det F`. -/
theorem prod_vibEigenvalues (G F : Matrix n n ℝ) :
    (vibEigenvalues G F).prod = ((G.det * F.det : ℝ) : ℂ) := by
  unfold vibEigenvalues
  rw [← Matrix.det_eq_prod_roots_charpoly, ← RingHom.map_det, Matrix.det_mul]
  rfl
```

## (b) The eigenvalue sum is the trace of $GF$

**Task.** Find the sum of the same eigenvalues.

**Solution.** The triangular form in (a) also preserves the trace, hence $\sum_k\lambda_k=\operatorname{tr}(GF)$. The last line of the proof moves the trace between real and complex numbers.

```lean
/-- The sum of the vibrational eigenvalues is the trace of `G F`. -/
theorem sum_vibEigenvalues (G F : Matrix n n ℝ) :
    (vibEigenvalues G F).sum = (((G * F).trace : ℝ) : ℂ) := by
  unfold vibEigenvalues
  rw [← Matrix.trace_eq_sum_roots_charpoly]
  exact (map_sum Complex.ofRealHom _ _).symm
```

## (c) The force field cancels from the isotopic ratio

**Task.** Two species have matrices $G_1,G_2$ and share $F$, with $\det F\ne0$ and $\det G_2\ne0$. Find the ratio of their eigenvalue products.

**Solution.** By (a), the denominator $\det G_2\det F$ is nonzero, and
$$\frac{\prod_k\lambda_k^{(1)}}{\prod_k\lambda_k^{(2)}}=\frac{\det G_1\det F}{\det G_2\det F}=\frac{\det G_1}{\det G_2}.$$
Invertibility of $G_1$ is not needed. The condition $\det F\ne0$ means that every nonzero displacement $q$ produces a nonzero force $-Fq$, which need not be a restoring one. The theorem states that the denominator is nonzero and gives the ratio; `mul_div_mul_right` performs the cancellation.

The traditional Teller–Redlich formula writes the ratio with atomic masses, total masses and moments of inertia; here it stays in the form $\det G_1/\det G_2$.

```lean
/-- Teller-Redlich product rule in internal coordinates: for two isotopic species with the same
force-constant matrix `F`, if `det F` and `det G₂` are nonzero, then the ratio of the eigenvalue
products is `det G₁ / det G₂`, and the denominator of the ratio of products is nonzero. -/
theorem teller_redlich (F G₁ G₂ : Matrix n n ℝ) (hF : F.det ≠ 0) (hG : G₂.det ≠ 0) :
    (vibEigenvalues G₂ F).prod ≠ 0 ∧
      (vibEigenvalues G₁ F).prod / (vibEigenvalues G₂ F).prod
        = ((G₁.det / G₂.det : ℝ) : ℂ) := by
  rw [prod_vibEigenvalues, prod_vibEigenvalues]
  constructor
  · exact Complex.ofReal_ne_zero.2 (mul_ne_zero hG hF)
  · -- the determinant of the force field cancels
    rw [← Complex.ofReal_div, mul_div_mul_right _ _ hF]
```

## (d) The squared frequency product is $\det G\,\det F$

**Task.** Restate (a) for harmonic frequencies $\omega_i$.

**Solution.** The eigenvalues are the $\omega_i^2$, so
$$\Bigl(\prod_i\omega_i\Bigr)^2=\prod_i\omega_i^2=\det G\,\det F.$$
In Lean, the hypothesis replaces the eigenvalue multiset by the squares, and injectivity of the embedding of the reals returns the complex equation to a real one.

```lean
/-- The squared product of the harmonic frequencies is `det G` times `det F`. -/
theorem prod_frequencies_sq {G F : Matrix n n ℝ} {ω : n → ℝ} (h : IsFrequencies G F ω) :
    (∏ i, ω i) ^ 2 = G.det * F.det := by
  have h1 := prod_vibEigenvalues G F
  rw [h.2] at h1
  have h2 : ∏ i, ((ω i ^ 2 : ℝ) : ℂ) = ((G.det * F.det : ℝ) : ℂ) := h1
  rw [← Complex.ofReal_prod] at h2
  rw [← Finset.prod_pow]
  exact Complex.ofReal_injective h2
```

## (e) Frequency products carry a square root

**Task.** Find the ratio of frequency products for two species with the same $F$.

**Solution.** Let $P_1,P_2>0$ be the two products. By (d), $P_1^2=\det G_1\det F$. Since $P_1^2>0$, it follows that $\det F\ne0$, which therefore need not be assumed. Dividing the two cases of (d) gives
$$\left(\frac{P_1}{P_2}\right)^2=\frac{\det G_1}{\det G_2},\qquad \frac{P_1}{P_2}=\sqrt{\frac{\det G_1}{\det G_2}},$$
where positivity selects the root. These are the steps `hF`, `hr` and `Real.sqrt_sq`.

```lean
/-- Product rule for frequencies: the ratio of the frequency products of two isotopic species
with the same force-constant matrix is the square root of `det G₁ / det G₂`. -/
theorem teller_redlich_frequencies {F G₁ G₂ : Matrix n n ℝ} {ω₁ ω₂ : n → ℝ}
    (h₁ : IsFrequencies G₁ F ω₁) (h₂ : IsFrequencies G₂ F ω₂) :
    (∏ i, ω₁ i) / (∏ i, ω₂ i) = √(G₁.det / G₂.det) := by
  have p₁ : 0 < ∏ i, ω₁ i := Finset.prod_pos fun i _ => h₁.1 i
  have p₂ : 0 < ∏ i, ω₂ i := Finset.prod_pos fun i _ => h₂.1 i
  have e₁ := prod_frequencies_sq h₁
  have e₂ := prod_frequencies_sq h₂
  -- positive frequencies force the force-constant matrix to be nonsingular
  have hF : F.det ≠ 0 := by
    intro h
    rw [h, mul_zero] at e₁
    exact (pow_pos p₁ 2).ne' e₁
  have hr : G₁.det / G₂.det = ((∏ i, ω₁ i) / (∏ i, ω₂ i)) ^ 2 := by
    rw [div_pow, e₁, e₂, mul_div_mul_right _ _ hF]
  rw [hr, Real.sqrt_sq (div_pos p₁ p₂).le]
```

## (f) The masses separate from geometry and force field

**Task.** For Wilson's $G$ with nonzero masses, isolate the mass dependence of the eigenvalue product.

**Solution.** Since $\det B^{T}=\det B$, we have $\det G=(\det B)^2\prod_i m_i^{-1}$. Inserting this in (a) and multiplying by the masses gives
$$\Bigl(\prod_k\lambda_k\Bigr)\Bigl(\prod_i m_i\Bigr)=(\det B)^2\det F.$$
The right side contains no masses, provided the coordinates are defined without them. In the proof, `h` states that the masses cancel their inverses, and `linear_combination` inserts this.

```lean
/-- For Wilson's `G` matrix with nonzero masses, the product of the eigenvalues times the product
of the masses is `(det B)² det F`. -/
theorem prod_vibEigenvalues_mul_masses (B F : Matrix n n ℝ) (m : n → ℝ)
    (hm : ∀ i, m i ≠ 0) :
    (vibEigenvalues (wilsonG B m) F).prod * ((∏ i, m i : ℝ) : ℂ)
      = ((B.det ^ 2 * F.det : ℝ) : ℂ) := by
  have h : (∏ i, (m i)⁻¹) * ∏ i, m i = 1 := by
    rw [← Finset.prod_mul_distrib]
    exact Finset.prod_eq_one fun i _ => inv_mul_cancel₀ (hm i)
  rw [prod_vibEigenvalues, wilsonG, Matrix.det_mul, Matrix.det_mul, Matrix.det_transpose,
    Matrix.det_diagonal, ← Complex.ofReal_mul]
  congr 1
  linear_combination (B.det ^ 2 * F.det) * h
```

## (g) Positive masses and a positive definite force field give frequencies

**Task.** Show that frequencies exist for $m_i>0$, $\det B\ne0$ and $F$ positive definite.

**Solution.** Put $S=BM^{-1/2}$, which is invertible, so that $G=SS^{T}$. The products $S(S^{T}F)$ and $(S^{T}F)S$ have the same characteristic polynomial, so $GF$ shares its eigenvalues with the symmetric matrix $K=S^{T}FS$. For $x\ne0$,
$$x^{T}Kx=(Sx)^{T}F(Sx)>0,$$
because $Sx\ne0$. The eigenvalues of $K$ are therefore positive, and their square roots are the frequencies.

In Lean, `hK` is the positivity of $K$ and `hc` the equality of characteristic polynomials. The remaining lines factor the polynomial and read off its roots. With a square $B$, positive definite $F$ describes a system bound in every Cartesian direction, such as atoms held by a fixed environment, and not a freely moving molecule.

```lean
/-- Harmonic frequencies exist for Wilson's `G` matrix when the masses are positive, `B` is
invertible and the force-constant matrix is positive definite. -/
theorem exists_frequencies (B F : Matrix n n ℝ) (m : n → ℝ) (hm : ∀ i, 0 < m i)
    (hB : B.det ≠ 0) (hF : F.PosDef) : ∃ ω, IsFrequencies (wilsonG B m) F ω := by
  -- mass-weighted coordinates: G = S Sᵀ
  obtain ⟨S, hS, hG⟩ : ∃ S : Matrix n n ℝ, IsUnit S ∧ wilsonG B m = S * Sᵀ := by
    refine ⟨B * diagonal (fun i => (√(m i))⁻¹), ?_, ?_⟩
    · rw [Matrix.isUnit_iff_isUnit_det, isUnit_iff_ne_zero, Matrix.det_mul,
        Matrix.det_diagonal]
      exact mul_ne_zero hB (Finset.prod_ne_zero_iff.2 fun i _ =>
        inv_ne_zero (Real.sqrt_pos.2 (hm i)).ne')
    · have hd : diagonal (fun i => (m i)⁻¹)
          = diagonal (fun i => (√(m i))⁻¹) * diagonal (fun i => (√(m i))⁻¹) := by
        rw [Matrix.diagonal_mul_diagonal]
        congr 1
        funext i
        rw [← mul_inv, Real.mul_self_sqrt (hm i).le]
      rw [wilsonG, hd, Matrix.transpose_mul, Matrix.diagonal_transpose]
      simp only [Matrix.mul_assoc]
  have hK : (Sᵀ * F * S).PosDef := by
    have h := hF.conjTranspose_mul_mul_same (Matrix.mulVec_injective_of_isUnit hS)
    rwa [Matrix.conjTranspose_eq_transpose_of_trivial] at h
  -- G F and the symmetric matrix Sᵀ F S have the same characteristic polynomial
  have hc : (wilsonG B m * F).charpoly = (Sᵀ * F * S).charpoly := by
    rw [hG, Matrix.mul_assoc, Matrix.charpoly_mul_comm]
  have hs : ∀ i, √(hK.isHermitian.eigenvalues i) ^ 2 = hK.isHermitian.eigenvalues i :=
    fun i => Real.sq_sqrt (hK.eigenvalues_pos i).le
  refine ⟨fun i => √(hK.isHermitian.eigenvalues i),
    fun i => Real.sqrt_pos.2 (hK.eigenvalues_pos i), ?_⟩
  unfold vibEigenvalues
  rw [RingHom.mapMatrix_apply, Matrix.charpoly_map, hc, hK.isHermitian.charpoly_eq,
    Polynomial.map_prod]
  simp only [hs, Polynomial.map_sub, Polynomial.map_X, Polynomial.map_C]
  have h := Polynomial.roots_multiset_prod_X_sub_C
    (Finset.univ.val.map fun i => ((hK.isHermitian.eigenvalues i : ℝ) : ℂ))
  rw [Multiset.map_map] at h
  exact h
```

## (h) The ratio of eigenvalue sums can depend on the force field

**Task.** Show by a two-coordinate example that $G_1$ and $G_2$ alone do not fix the ratio of the eigenvalue sums.

**Solution.** Take $G_1=I$ and $G_2=\operatorname{diag}(2,1)$. By (b), the ratio of sums is
$$\frac{1+1}{2+1}=\frac23\ \text{ for }F=I,\qquad \frac{2+1}{4+1}=\frac35\ \text{ for }F=\operatorname{diag}(2,1).$$
The ratio of products is $1/2$ in both cases. The proof rewrites the sums as traces and compares the numbers.

```lean
/-- The ratio of eigenvalue sums of two species can change with the force field: for
`G₁ = diag(1, 1)` and `G₂ = diag(2, 1)` it differs between `F = diag(1, 1)` and
`F = diag(2, 1)`. -/
theorem sum_ratio_depends_on_force_field :
    (vibEigenvalues !![1, 0; 0, 1] !![1, 0; 0, 1]).sum
        / (vibEigenvalues !![2, 0; 0, 1] !![1, 0; 0, 1]).sum
      ≠ (vibEigenvalues !![1, 0; 0, 1] !![2, 0; 0, 1]).sum
        / (vibEigenvalues !![2, 0; 0, 1] !![2, 0; 0, 1]).sum := by
  simp only [sum_vibEigenvalues, Matrix.trace_fin_two, Matrix.mul_apply, Fin.sum_univ_two]
  norm_num

end

end TellerRedlich
```

```lean
#print axioms TellerRedlich.teller_redlich
#print axioms TellerRedlich.teller_redlich_frequencies
#print axioms TellerRedlich.exists_frequencies
#print axioms TellerRedlich.sum_ratio_depends_on_force_field
```

```
'TellerRedlich.teller_redlich' depends on axioms: [propext, Classical.choice, Quot.sound]
'TellerRedlich.teller_redlich_frequencies' depends on axioms: [propext, Classical.choice, Quot.sound]
'TellerRedlich.exists_frequencies' depends on axioms: [propext, Classical.choice, Quot.sound]
'TellerRedlich.sum_ratio_depends_on_force_field' depends on axioms: [propext, Classical.choice, Quot.sound]
```
